# Watson's inertia identity for a nonlinear molecule displaced along a complete vibrational basis

A bent molecule vibrates while it rotates, and the vibrating atoms can carry angular momentum in the rotating frame. Let this be the Eckart frame, with angular velocity \(\omega\) and its origin at the centre of mass, and let \(q_k\) be mass-weighted normal coordinates with orthonormal modes. With Coriolis coefficients \(c_{ks}\), which are linear in the \(q_k\), the vibrational momenta are \(p=\dot q+c\,\omega\), and the total angular momentum is

\[
J=I(r)\,\omega+c^{T}\dot q=(I(r)-c^{T}c)\,\omega+c^{T}p .
\]

Which tensor must be inverted to find \(\omega\)? Watson's identity replaces \(I(r)-c^Tc\) by \(K I_0^{-1}K\), where \(I_0\) is the inertia tensor of a reference geometry \(a\) and \(K\) is a mixed tensor of \(r\) and \(a\). Only this tensor identity is proved below, not Watson's Hamiltonian.

## Tensors as overlaps of mass-weighted vectors

Atom \(i\) has mass \(m_i\), position \(r_i\) and reference position \(a_i\), and \(e_s\) are the Cartesian unit vectors. A mass-weighted vector is a function on `ι × Fin 3`, that is, atoms times axes. The matrix \(R(x)\) (`rotations`) has columns \(\sqrt{m_i}\,e_s\times x_i\), and \(T\) (`translations`) has columns \(\sqrt{m_i}\,e_s\). The rows of \(L\) are the modes \(l_k\).

```lean
import Mathlib

open Matrix

namespace WatsonInertia

noncomputable section

variable {ι κ : Type*} [Fintype ι] [Fintype κ] [DecidableEq κ]

/-- The Cartesian unit vector `e_s`. -/
def axis (s : Fin 3) : Fin 3 → ℝ := Pi.single s 1

/-- The inertia tensor `∑ m_i (|r_i|² 1 - r_i r_iᵀ)`. -/
def inertia (m : ι → ℝ) (r : ι → Fin 3 → ℝ) : Matrix (Fin 3) (Fin 3) ℝ :=
  fun s t => ∑ i, m i * ((if s = t then r i ⬝ᵥ r i else 0) - r i s * r i t)

/-- The mixed tensor `K_st = ∑ m_i (e_s × r_i) · (e_t × a_i)` of a geometry and a reference. -/
def mixedInertia (m : ι → ℝ) (r a : ι → Fin 3 → ℝ) : Matrix (Fin 3) (Fin 3) ℝ :=
  fun s t => ∑ i, m i * ((axis s ⨯₃ r i) ⬝ᵥ (axis t ⨯₃ a i))

/-- The Coriolis coefficients `c_ks = ∑ √m_i l_ki · (e_s × r_i)`. -/
def coriolis (m : ι → ℝ) (L : Matrix κ (ι × Fin 3) ℝ) (r : ι → Fin 3 → ℝ) :
    Matrix κ (Fin 3) ℝ :=
  fun k s => ∑ i, √(m i) * ((fun α => L k (i, α)) ⬝ᵥ (axis s ⨯₃ r i))

/-- The mass-weighted translations along the three axes, as columns. -/
def translations (m : ι → ℝ) : Matrix (ι × Fin 3) (Fin 3) ℝ :=
  fun p s => if p.2 = s then √(m p.1) else 0

/-- The mass-weighted infinitesimal rotations `√m_i e_s × r_i`, as columns. -/
def rotations (m : ι → ℝ) (r : ι → Fin 3 → ℝ) : Matrix (ι × Fin 3) (Fin 3) ℝ :=
  fun p s => √(m p.1) * (axis s ⨯₃ r p.1) p.2
```

## The modes span every internal displacement

`IsVibrationalBasis` says that the modes are orthonormal, orthogonal to translations and reference rotations, and complete: \(LL^T=1\), \(LT=0\), \(LR(a)=0\), and every \(v\) orthogonal to \(T\) and \(R(a)\) is a combination of modes. They need not diagonalise a force-constant matrix.

By hand and in Lean, completeness expands a vector in modes, and orthonormality identifies the coefficients. If every mode vector were multiplied by two at a fixed geometry, \(c^Tc\) would be four times too large.

```lean
/-- The rows of `L` are an orthonormal basis of the mass-weighted vectors orthogonal to
translations and to rotations of the reference `a`. -/
structure IsVibrationalBasis (m : ι → ℝ) (a : ι → Fin 3 → ℝ)
    (L : Matrix κ (ι × Fin 3) ℝ) : Prop where
  orthonormal : L * Lᵀ = 1
  no_translation : L * translations m = 0
  no_rotation : L * rotations m a = 0
  complete : ∀ v : ι × Fin 3 → ℝ, v ᵥ* translations m = 0 → v ᵥ* rotations m a = 0 →
    ∃ q : κ → ℝ, v = q ᵥ* L
```

`IsDisplaced` says that \(\sqrt{m_i}(r_i-a_i)=\sum_k q_k l_{ki}\): the geometry is described by rectilinear internal coordinates, in the Eckart frame.

```lean
/-- The mass-weighted displacement of `r` from `a` is `∑ q_k l_k`. -/
def IsDisplaced (m : ι → ℝ) (a : ι → Fin 3 → ℝ) (L : Matrix κ (ι × Fin 3) ℝ)
    (q : κ → ℝ) (r : ι → Fin 3 → ℝ) : Prop :=
  ∀ i α, √(m i) * (r i α - a i α) = ∑ k, q k * L k (i, α)
```

## Positive masses make the weighting meaningful

The masses enter through \(\sqrt{m_i}\sqrt{m_i}=m_i\), which fails for a negative mass. Together with

\[
(e_s\times x)\cdot(e_t\times y)=\delta_{st}\,x\cdot y-y_s x_t ,
\]

it gives

\[
R(r)^TR(r)=I(r),\quad R(a)^TR(a)=I_0,\quad R(r)^TR(a)=K,\quad c=LR(r).
\]

The last relation needs no condition on the masses. In Lean, `axis_cross_dot` checks the nine axis pairs, and `linear_combination` supplies the square-root relation.

```lean
variable {m : ι → ℝ} {a r : ι → Fin 3 → ℝ} {L : Matrix κ (ι × Fin 3) ℝ} {q : κ → ℝ}

/-- The scalar product of `e_s × x` and `e_t × y` is `δ_st x · y - y_s x_t`. -/
lemma axis_cross_dot (s t : Fin 3) (x y : Fin 3 → ℝ) :
    (axis s ⨯₃ x) ⬝ᵥ (axis t ⨯₃ y) = (if s = t then x ⬝ᵥ y else 0) - y s * x t := by
  fin_cases s <;> fin_cases t <;>
    simp [axis, cross_apply, dotProduct, Fin.sum_univ_three] <;> ring

/-- For positive masses, the overlaps of the rotation vectors of `r` and `a` form `K`. -/
lemma rotations_gram (hm : ∀ i, 0 < m i) (r a : ι → Fin 3 → ℝ) :
    (rotations m r)ᵀ * rotations m a = mixedInertia m r a := by
  ext s t
  simp only [Matrix.mul_apply, Matrix.transpose_apply, rotations, mixedInertia,
    Fintype.sum_prod_type, dotProduct, Finset.mul_sum]
  refine Finset.sum_congr rfl fun i _ => Finset.sum_congr rfl fun α _ => ?_
  linear_combination ((axis s ⨯₃ r i) α * (axis t ⨯₃ a i) α) * Real.mul_self_sqrt (hm i).le

omit [Fintype κ] [DecidableEq κ] in
/-- The Coriolis coefficients are the overlaps of the modes with the rotation vectors. -/
lemma coriolis_eq (m : ι → ℝ) (L : Matrix κ (ι × Fin 3) ℝ) (r : ι → Fin 3 → ℝ) :
    coriolis m L r = L * rotations m r := by
  ext k s
  simp only [coriolis, Matrix.mul_apply, rotations, Fintype.sum_prod_type, dotProduct,
    Finset.mul_sum]
  exact Finset.sum_congr rfl fun i _ => Finset.sum_congr rfl fun α _ => by ring
```

## A centred reference separates rotation from translation

The condition \(\sum_i m_i a_i=0\) puts the reference centre of mass at the origin. For any centred \(x\),

\[
(R(x)^TT)_{st}=\Big(e_s\times\sum_i m_i x_i\Big)_t=0 .
\]

Without centring, the remainder \(W\) constructed below can contain a translation, and completeness no longer applies to it.

```lean
/-- For positive masses and a centred geometry, rotations are orthogonal to translations. -/
lemma rotations_translations (hm : ∀ i, 0 < m i) (hr : ∀ α, ∑ i, m i * r i α = 0) :
    (rotations m r)ᵀ * translations m = 0 := by
  ext s t
  have h : ((rotations m r)ᵀ * translations m) s t = ∑ i, m i * (axis s ⨯₃ r i) t := by
    simp only [Matrix.mul_apply, Matrix.transpose_apply, rotations, translations,
      Fintype.sum_prod_type, mul_ite, mul_zero, Finset.sum_ite_eq', Finset.mem_univ, if_true]
    refine Finset.sum_congr rfl fun i _ => ?_
    linear_combination (axis s ⨯₃ r i) t * Real.mul_self_sqrt (hm i).le
  rw [h]
  fin_cases s <;> fin_cases t <;> simp [axis, cross_apply, hr]
```

## Displacement along the modes gives the Eckart conditions

Since \(LT=0\), the displacement satisfies \(\sum_i m_i(r_i-a_i)=0\), so \(r\) is centred too. Since \(LR(a)=0\),

\[
0=\sum_i m_i(r_i-a_i)\cdot(e_u\times a_i)=e_u\cdot\sum_i m_i\,a_i\times r_i .
\]

Hence \(\sum_i m_i a_{is}r_{it}\) is symmetric in \(s,t\), and so is \(K_{st}=\sum_i m_i(\delta_{st}\,r_i\cdot a_i-a_{is}r_{it})\). `displacement_orthogonal` supplies both conditions; `centred`, `eckart` and `mixedInertia_isSymm` draw the conclusions.

Without this hypothesis symmetry can fail. Rotating a unit-mass square with corners \((\pm1,0,0),(0,\pm1,0)\) by \(\theta\) about \(z\) gives \(K_{xy}=-2\sin\theta\) but \(K_{yx}=2\sin\theta\).

```lean
omit [DecidableEq κ] in
/-- A displacement along modes is orthogonal to every vector the modes are orthogonal to. -/
lemma displacement_orthogonal (hr : IsDisplaced m a L q r)
    (B : Matrix (ι × Fin 3) (Fin 3) ℝ) (hB : L * B = 0) (u : Fin 3) :
    ∑ i, ∑ α, √(m i) * (r i α - a i α) * B (i, α) u = 0 := by
  have hd : (fun p : ι × Fin 3 => √(m p.1) * (r p.1 p.2 - a p.1 p.2)) = q ᵥ* L :=
    funext fun p => hr p.1 p.2
  have h : (fun p : ι × Fin 3 => √(m p.1) * (r p.1 p.2 - a p.1 p.2)) ᵥ* B = 0 := by
    rw [hd, Matrix.vecMul_vecMul, hB, Matrix.vecMul_zero]
  simpa only [Matrix.vecMul, dotProduct, Fintype.sum_prod_type, Pi.zero_apply]
    using congrFun h u

/-- For positive masses and a centred reference, a geometry displaced along vibrational modes
keeps its centre of mass at the origin. -/
theorem centred (hm : ∀ i, 0 < m i) (ha : ∀ α, ∑ i, m i * a i α = 0)
    (hL : IsVibrationalBasis m a L) (hr : IsDisplaced m a L q r) (α : Fin 3) :
    ∑ i, m i * r i α = 0 := by
  have h := displacement_orthogonal hr _ hL.no_translation α
  simp only [translations, mul_ite, mul_zero, Finset.sum_ite_eq', Finset.mem_univ,
    if_true] at h
  calc ∑ i, m i * r i α
      = ∑ i, √(m i) * (r i α - a i α) * √(m i) + ∑ i, m i * a i α := by
        rw [← Finset.sum_add_distrib]
        refine Finset.sum_congr rfl fun i _ => ?_
        linear_combination (-(r i α - a i α)) * Real.mul_self_sqrt (hm i).le
    _ = 0 := by rw [h, ha, add_zero]

/-- The rotational Eckart condition `∑ m_i a_i × r_i = 0`, in components, for positive masses
and a geometry displaced along vibrational modes. -/
theorem eckart (hm : ∀ i, 0 < m i) (hL : IsVibrationalBasis m a L)
    (hr : IsDisplaced m a L q r) (s t : Fin 3) :
    ∑ i, m i * (a i s * r i t) = ∑ i, m i * (a i t * r i s) := by
  -- each axis u gives one component of the cross product
  have key : ∀ u s t : Fin 3, (∀ x y : Fin 3 → ℝ,
      (y - x) ⬝ᵥ (axis u ⨯₃ x) = x s * y t - x t * y s) →
      ∑ i, m i * (a i s * r i t) = ∑ i, m i * (a i t * r i s) := by
    intro u s t hx
    rw [← sub_eq_zero, ← Finset.sum_sub_distrib]
    refine (Finset.sum_congr rfl fun i _ => ?_).trans
      (displacement_orthogonal hr _ hL.no_rotation u)
    have e := hx (a i) (r i)
    simp only [dotProduct, Fin.sum_univ_three, Pi.sub_apply] at e
    simp only [rotations, Fin.sum_univ_three]
    linear_combination (-(a i s * r i t - a i t * r i s)) * Real.mul_self_sqrt (hm i).le
      - √(m i) * √(m i) * e
  have h0 := key 0 1 2 fun x y => by
    simp [axis, cross_apply, dotProduct, Fin.sum_univ_three]; ring
  have h1 := key 1 2 0 fun x y => by
    simp [axis, cross_apply, dotProduct, Fin.sum_univ_three]; ring
  have h2 := key 2 0 1 fun x y => by
    simp [axis, cross_apply, dotProduct, Fin.sum_univ_three]; ring
  fin_cases s <;> fin_cases t <;> simp [h0, h1, h2]

/-- For positive masses and a geometry displaced along vibrational modes, `K` is symmetric. -/
theorem mixedInertia_isSymm (hm : ∀ i, 0 < m i) (hL : IsVibrationalBasis m a L)
    (hr : IsDisplaced m a L q r) : (mixedInertia m r a).IsSymm := by
  ext s t
  rcases eq_or_ne s t with rfl | hst
  · rfl
  · simp only [Matrix.transpose_apply, mixedInertia, axis_cross_dot, if_neg hst,
      if_neg hst.symm, zero_sub, mul_neg, Finset.sum_neg_distrib, eckart hm hL hr s t]
```

## An invertible \(I_0\) excludes linear references

Invertibility allows the reference rotations to be projected out of \(R(r)\). Set \(M=KI_0^{-1}\) and \(W=R(r)^T-MR(a)^T\). Then

\[
WR(a)=K-KI_0^{-1}I_0=0,\qquad WT=0 ,
\]

so completeness gives \(W=QL\) for some coefficient matrix \(Q\). Orthonormality and \(LR(a)=0\) give

\[
Q=WL^T=R(r)^TL^T=c^T .
\]

Now evaluate \(WR(r)\) in two ways:

\[
WR(r)=c^TLR(r)=c^Tc,\qquad WR(r)=I(r)-MR(a)^TR(r)=I(r)-KI_0^{-1}K .
\]

The last step uses \(R(a)^TR(r)=K^T=K\). Equating the two results proves the identity. The Lean proof takes the same route: `hWA` and `hWT` are the orthogonality relations, `choose` extracts \(Q\), `hQc` identifies it, and `hc` and `hK` are the two evaluations.

For a diatomic at its reference geometry, \(c=0\) and \(I(r)\neq0\), while Lean sets the inverse of the singular \(I_0\) to zero, so the stated equation fails.

```lean
/-- Watson's identity: for positive masses, a centred reference with invertible inertia tensor
`I0`, and a geometry displaced along a vibrational basis, `I(r) - cᵀ c = K I0⁻¹ K`. -/
theorem watson_identity (hm : ∀ i, 0 < m i) (ha : ∀ α, ∑ i, m i * a i α = 0)
    (hI : (inertia m a).det ≠ 0) (hL : IsVibrationalBasis m a L)
    (hr : IsDisplaced m a L q r) :
    inertia m r - (coriolis m L r)ᵀ * coriolis m L r =
      mixedInertia m r a * (inertia m a)⁻¹ * mixedInertia m r a := by
  have hRA := rotations_gram hm r a
  have hg : ∀ x : ι → Fin 3 → ℝ, (rotations m x)ᵀ * rotations m x = inertia m x := by
    intro x
    rw [rotations_gram hm]
    ext s t
    simp only [inertia, mixedInertia, axis_cross_dot]
  have hAR : (rotations m a)ᵀ * rotations m r = mixedInertia m r a := by
    rw [← (mixedInertia_isSymm hm hL hr).eq, ← hRA, Matrix.transpose_mul,
      Matrix.transpose_transpose]
  obtain ⟨M, hM⟩ : ∃ M, M = mixedInertia m r a * (inertia m a)⁻¹ := ⟨_, rfl⟩
  have hMI : M * inertia m a = mixedInertia m r a := by
    rw [hM, Matrix.mul_assoc, Matrix.nonsing_inv_mul _ (isUnit_iff_ne_zero.mpr hI),
      Matrix.mul_one]
  -- W: rotations of r with their component along reference rotations removed
  obtain ⟨W, hW⟩ : ∃ W, W = (rotations m r)ᵀ - M * (rotations m a)ᵀ := ⟨_, rfl⟩
  have hWA : W * rotations m a = 0 := by
    rw [hW, Matrix.sub_mul, Matrix.mul_assoc, hRA, hg, hMI, sub_self]
  have hWT : W * translations m = 0 := by
    rw [hW, Matrix.sub_mul, Matrix.mul_assoc, rotations_translations hm (centred hm ha hL hr),
      rotations_translations hm ha, Matrix.mul_zero, sub_self]
  -- so W lies in the span of the modes, with coefficients c
  choose Q hQ using fun s => hL.complete (W s) (congrFun hWT s) (congrFun hWA s)
  have hWQ : W = Matrix.of Q * L := by
    ext s p
    exact congrFun (hQ s) p
  have hQc : Matrix.of Q = (coriolis m L r)ᵀ := by
    calc Matrix.of Q = W * Lᵀ := by
          rw [hWQ, Matrix.mul_assoc, hL.orthonormal, Matrix.mul_one]
      _ = (coriolis m L r)ᵀ := by
          rw [hW, Matrix.sub_mul, Matrix.mul_assoc, ← Matrix.transpose_mul,
            ← Matrix.transpose_mul, hL.no_rotation, Matrix.transpose_zero, Matrix.mul_zero,
            sub_zero, ← coriolis_eq]
  have hc : W * rotations m r = (coriolis m L r)ᵀ * coriolis m L r := by
    rw [hWQ, hQc, Matrix.mul_assoc, ← coriolis_eq]
  have hK : W * rotations m r = inertia m r - M * mixedInertia m r a := by
    rw [hW, Matrix.sub_mul, Matrix.mul_assoc, hg, hAR]
  rw [← hM, ← hc, hK, sub_sub_cancel]
```

`watson_mu` adds the hypothesis that \(K\) is invertible and shows that \(\mu=K^{-1}I_0K^{-1}\) is the inverse of \(I(r)-c^Tc\). Large distortions can violate that hypothesis. For the unit-mass square, moving the corners \(\pm(1,0,0)\) to \(\pm(8/5,4/5,0)\) and \(\pm(0,1,0)\) to \(\pm(4/5,2/5,0)\) is a displacement along vibrational modes that puts the four atoms on a line, and \(K\) becomes singular.

```lean
/-- Under the hypotheses of Watson's identity and for invertible `K`, the tensor
`K⁻¹ I0 K⁻¹` is the inverse of `I(r) - cᵀ c`. -/
theorem watson_mu (hm : ∀ i, 0 < m i) (ha : ∀ α, ∑ i, m i * a i α = 0)
    (hI : (inertia m a).det ≠ 0) (hL : IsVibrationalBasis m a L)
    (hr : IsDisplaced m a L q r) (hK : (mixedInertia m r a).det ≠ 0) :
    (inertia m r - (coriolis m L r)ᵀ * coriolis m L r) *
      ((mixedInertia m r a)⁻¹ * inertia m a * (mixedInertia m r a)⁻¹) = 1 := by
  have hK' := isUnit_iff_ne_zero.mpr hK
  have hI' := isUnit_iff_ne_zero.mpr hI
  rw [watson_identity hm ha hI hL hr]
  simp only [Matrix.mul_assoc, Matrix.mul_nonsing_inv_cancel_left _ _ hK',
    Matrix.nonsing_inv_mul_cancel_left _ _ hI', Matrix.mul_nonsing_inv _ hK']
```

## A square that satisfies the hypotheses

Four unit masses and six modes, each an integer pattern divided by two, give a concrete case. Orthonormality reduces to integer arithmetic; completeness follows by solving the six orthogonality conditions.

```lean
/-- Four atoms at the corners of a square in the `xy` plane. -/
def square : Fin 4 → Fin 3 → ℝ := ![![1, 0, 0], ![0, 1, 0], ![-1, 0, 0], ![0, -1, 0]]

/-- Six displacement patterns of the square, with one row per atom. -/
def squarePattern : Fin 6 → Matrix (Fin 4) (Fin 3) ℤ
  | 0 => !![1, 0, 0; 0, 1, 0; -1, 0, 0; 0, -1, 0]
  | 1 => !![1, 0, 0; 0, -1, 0; -1, 0, 0; 0, 1, 0]
  | 2 => !![0, 1, 0; 1, 0, 0; 0, -1, 0; -1, 0, 0]
  | 3 => !![0, 0, 1; 0, 0, -1; 0, 0, 1; 0, 0, -1]
  | 4 => !![1, 0, 0; -1, 0, 0; 1, 0, 0; -1, 0, 0]
  | 5 => !![0, 1, 0; 0, -1, 0; 0, 1, 0; 0, -1, 0]

/-- The six patterns divided by two, as rows. -/
def squareModes : Matrix (Fin 6) (Fin 4 × Fin 3) ℝ :=
  fun k p => (squarePattern k p.1 p.2 : ℝ) / 2

/-- The overlaps of a displacement `v` of the square with the six modes. -/
lemma squareModes_row (v : Fin 4 × Fin 3 → ℝ) (k : Fin 6) :
    ∑ p, squareModes k p * v p =
      ![(v (0, 0) + v (1, 1) - v (2, 0) - v (3, 1)) / 2,
        (v (0, 0) - v (1, 1) - v (2, 0) + v (3, 1)) / 2,
        (v (0, 1) + v (1, 0) - v (2, 1) - v (3, 0)) / 2,
        (v (0, 2) - v (1, 2) + v (2, 2) - v (3, 2)) / 2,
        (v (0, 0) - v (1, 0) + v (2, 0) - v (3, 0)) / 2,
        (v (0, 1) - v (1, 1) + v (2, 1) - v (3, 1)) / 2] k := by
  fin_cases k <;> simp [Fintype.sum_prod_type, Fin.sum_univ_four, Fin.sum_univ_three,
    squareModes, squarePattern] <;> ring

set_option maxHeartbeats 400000 in
/-- The square with unit masses is centred, has an invertible inertia tensor, and has the six
modes as a vibrational basis. -/
theorem watson_witness :
    (∀ α, ∑ i, (1 : ℝ) * square i α = 0) ∧ (inertia (fun _ => 1) square).det ≠ 0 ∧
      IsVibrationalBasis (fun _ => 1) square squareModes := by
  refine ⟨fun α => ?_, ?_, ?_, ?_, ?_, fun v hT hR => ?_⟩
  · fin_cases α <;> simp [square, Fin.sum_univ_four]
  · rw [Matrix.det_fin_three]
    simp [inertia, square, Fin.sum_univ_four, dotProduct, Fin.sum_univ_three]
    norm_num
  · -- orthonormality is an identity between integers
    have h : ∀ j k : Fin 6, ∑ i, ∑ α, squarePattern j i α * squarePattern k i α =
        if j = k then 4 else 0 := by decide +kernel
    ext j k
    simp only [Matrix.mul_apply, Matrix.transpose_apply, squareModes, Fintype.sum_prod_type,
      Matrix.one_apply]
    calc _ = ((∑ i, ∑ α, squarePattern j i α * squarePattern k i α : ℤ) : ℝ) / 4 := by
          push_cast
          simp only [Finset.sum_div]
          exact Finset.sum_congr rfl fun i _ => Finset.sum_congr rfl fun α _ => by ring
      _ = _ := by rw [h]; split_ifs <;> norm_num
  · ext k s
    rw [Matrix.mul_apply]
    refine (squareModes_row (fun p => translations (fun _ => 1) p s) k).trans ?_
    fin_cases k <;> simp <;> fin_cases s <;> simp [translations]
  · ext k s
    rw [Matrix.mul_apply]
    refine (squareModes_row (fun p => rotations (fun _ => 1) square p s) k).trans ?_
    fin_cases k <;> simp <;> fin_cases s <;>
      simp [rotations, square, axis, cross_apply]
  · -- the six orthogonality conditions fix v by its overlaps with the modes
    have t0 := congrFun hT 0
    have t1 := congrFun hT 1
    have t2 := congrFun hT 2
    have r0 := congrFun hR 0
    have r1 := congrFun hR 1
    have r2 := congrFun hR 2
    simp [Matrix.vecMul, dotProduct, Fintype.sum_prod_type, Fin.sum_univ_four,
      Fin.sum_univ_three, translations] at t0 t1 t2
    simp [Matrix.vecMul, dotProduct, Fintype.sum_prod_type, Fin.sum_univ_four,
      Fin.sum_univ_three, rotations, square, axis, cross_apply, Pi.single_apply] at r0 r1 r2
    refine ⟨fun k => ∑ p, squareModes k p * v p, ?_⟩
    ext ⟨i, α⟩
    simp only [Matrix.vecMul, dotProduct, squareModes_row, Fin.sum_univ_six]
    fin_cases i <;> fin_cases α <;> simp [squareModes, squarePattern] <;> linarith

end

end WatsonInertia
```

```lean
#print axioms WatsonInertia.watson_identity
#print axioms WatsonInertia.watson_mu
```

```
'WatsonInertia.watson_identity' depends on axioms: [propext, Classical.choice, Quot.sound]
'WatsonInertia.watson_mu' depends on axioms: [propext, Classical.choice, Quot.sound]
```

## Removing one mode breaks the identity

Displace the square along mode 1 with \(q_1=2\varepsilon\), so that its corners are \((\pm(1+\varepsilon),0,0)\) and \((0,\pm(1-\varepsilon),0)\). Then

\[
I_{zz}(r)=4+4\varepsilon^2,\qquad (KI_0^{-1}K)_{zz}=4 .
\]

The difference is \(c_{2z}^2=(2\varepsilon)^2\), which comes from mode 2 alone. If mode 2 is deleted, every hypothesis except completeness survives, but the identity fails for \(\varepsilon\neq0\).

In a rovibrational code that uses Watson's Hamiltonian for a semirigid nonlinear molecule, \(\mu\) is contracted with the components of \(J-c^Tp\), the total minus the vibrational angular momentum. At each grid point the code can build \(K\), which is \(I_0\) plus terms linear in the \(q_k\), and invert a \(3\times3\) matrix. Comparing \(I(r)-c^Tc\) with \(KI_0^{-1}K\) at a few displaced geometries can reveal missing or wrongly normalised modes.
